# A commuting family of Hermitian matrices has a common orthonormal eigenbasis

The Hamiltonians here are complex Hermitian matrices of one finite size, one for each geometry `R`, and any two of them commute. The theorem `exists_common_eigenbasis` states that a single orthonormal basis, the same at every geometry, consists of eigenvectors of them all; only the eigenvalues `E k R`, typed as complex numbers, may depend on `R`. The set of geometries may be infinite, and nothing is assumed about how the matrices vary with `R`. The attempt turns the matrices into symmetric operators `T R`, uses Mathlib's result that their joint eigenspaces are orthogonal and fill the space, and joins orthonormal bases of these eigenspaces into one.

As first written in Lean, the proof fails:

```lean
import Mathlib

open Matrix

namespace ExistsCommonEigenbasis

variable {ι n : Type*} [Fintype n] [DecidableEq n]

omit [DecidableEq n] in
/-- Mutually orthogonal subspaces that together span a finite-dimensional state space
`E` provide an orthonormal basis of `E`, each vector of which lies in one of them. -/
theorem exists_adapted_basis {κ E : Type*} [NormedAddCommGroup E]
    [InnerProductSpace ℂ E] [FiniteDimensional ℂ E] (V : κ → Submodule ℂ E)
    (hV : OrthogonalFamily ℂ (fun χ => V χ) (fun χ => (V χ).subtypeₗᵢ))
    (htop : ⨆ χ, V χ = ⊤) (hn : Module.finrank ℂ E = Fintype.card n) :
    ∃ (b : OrthonormalBasis n ℂ E) (f : n → κ), ∀ k, b k ∈ V (f k) := by
  classical
  -- collect orthonormal bases of the subspaces
  let v : (Σ χ, Fin (Module.finrank ℂ (V χ))) → E :=
    fun a => (stdOrthonormalBasis ℂ (V a.1) a.2 : V a.1)
  have hv : Orthonormal ℂ v :=
    hV.orthonormal_sigma_orthonormal fun χ => (stdOrthonormalBasis ℂ (V χ)).orthonormal
  have : Finite (Σ χ, Fin (Module.finrank ℂ (V χ))) :=
    hv.linearIndependent.finite_of_isNoetherian
  let _ : Fintype (Σ χ, Fin (Module.finrank ℂ (V χ))) := Fintype.ofFinite _
  have hspan : ⊤ ≤ Submodule.span ℂ (Set.range v) := by
    rw [← htop]
    refine iSup_le fun χ x hx => ?_
    have key : ((∑ i, (stdOrthonormalBasis ℂ (V χ)).repr ⟨x, hx⟩ i •
        stdOrthonormalBasis ℂ (V χ) i : V χ) : E) ∈ Submodule.span ℂ (Set.range v) := by
      rw [Submodule.coe_sum]
      refine Submodule.sum_mem _ fun i _ => ?_
      rw [Submodule.coe_smul]
      exact Submodule.smul_mem _ _ (Submodule.subset_span ⟨⟨χ, i⟩, rfl⟩)
    rw [OrthonormalBasis.sum_repr] at key
    exact key
  have hcard : Fintype.card (Σ χ, Fin (Module.finrank ℂ (V χ))) = Fintype.card n := by
    rw [← Module.finrank_eq_card_basis (OrthonormalBasis.mk hv hspan).toBasis, hn]
  let e := Fintype.equivOfCardEq hcard
  refine ⟨(OrthonormalBasis.mk hv hspan).reindex e, fun k => (e.symm k).1, fun k => ?_⟩
  rw [OrthonormalBasis.reindex_apply, OrthonormalBasis.coe_mk]
  exact (stdOrthonormalBasis ℂ (V (e.symm k).1) (e.symm k).2).2

/-- Hermitian Hamiltonians that commute for all pairs of geometries have a common
orthonormal basis of eigenvectors; `E k R` is the eigenvalue of state `k` at `R`. -/
theorem exists_common_eigenbasis {H : ι → Matrix n n ℂ} (hH : ∀ R, (H R).IsHermitian)
    (hc : ∀ R S, H R * H S = H S * H R) :
    ∃ (b : OrthonormalBasis n ℂ (EuclideanSpace ℂ n)) (E : n → ι → ℂ),
      ∀ k R, H R *ᵥ (b k).ofLp = E k R • (b k).ofLp := by
  classical
  let T : ι → EuclideanSpace ℂ n →ₗ[ℂ] EuclideanSpace ℂ n :=
    fun R => Matrix.toEuclideanLin (H R)
  have hT : ∀ R, (T R).IsSymmetric := fun R =>
    Matrix.isHermitian_iff_isSymmetric.mp (hH R)
  have hTv : ∀ R x, (T R x).ofLp = H R *ᵥ x.ofLp := fun _ _ => rfl
  have hC : Pairwise (Function.onFun Commute T) := by
    intro R S _
    change T R * T S = T S * T R
    refine LinearMap.ext fun x => WithLp.ofLp_injective 2 ?_
    change (T R (T S x)).ofLp = (T S (T R x)).ofLp
    simp only [hTv, Matrix.mulVec_mulVec, hc R S]
  -- the joint eigenspaces are orthogonal and fill the whole space
  let V : (ι → ℂ) → Submodule ℂ (EuclideanSpace ℂ n) :=
    fun χ => ⨅ R, Module.End.eigenspace (T R) (χ R)
  have hV : OrthogonalFamily ℂ (fun χ => V χ) (fun χ => (V χ).subtypeₗᵢ) :=
    LinearMap.IsSymmetric.orthogonalFamily_iInf_eigenspaces hT
  have htop : ⨆ χ, V χ = ⊤ :=
    (LinearMap.IsSymmetric.directSum_isInternal_of_pairwise_commute
      hT hC).submodule_iSup_eq_top
  -- collect orthonormal bases of the joint eigenspaces
  let v : (Σ χ, Fin (Module.finrank ℂ (V χ))) → EuclideanSpace ℂ n :=
    fun a => (stdOrthonormalBasis ℂ (V a.1) a.2 : V a.1)
  have hv : Orthonormal ℂ v :=
    hV.orthonormal_sigma_orthonormal fun χ => (stdOrthonormalBasis ℂ (V χ)).orthonormal
  haveI : Finite (Σ χ, Fin (Module.finrank ℂ (V χ))) :=
    hv.linearIndependent.finite_of_isNoetherian
  letI : Fintype (Σ χ, Fin (Module.finrank ℂ (V χ))) := Fintype.ofFinite _
  have hspan : ⊤ ≤ Submodule.span ℂ (Set.range v) := by
    rw [← htop]
    refine iSup_le fun χ x hx => ?_
    have key : ((∑ i, (stdOrthonormalBasis ℂ (V χ)).repr ⟨x, hx⟩ i •
        stdOrthonormalBasis ℂ (V χ) i : V χ) : EuclideanSpace ℂ n) ∈
        Submodule.span ℂ (Set.range v) := by
      rw [Submodule.coe_sum]
      refine Submodule.sum_mem _ fun i _ => ?_
      rw [Submodule.coe_smul]
      exact Submodule.smul_mem _ _ (Submodule.subset_span ⟨⟨χ, i⟩, rfl⟩)
    rw [OrthonormalBasis.sum_repr] at key
    exact key
  let B := OrthonormalBasis.mk hv hspan
  have hcard : Fintype.card (Σ χ, Fin (Module.finrank ℂ (V χ))) = Fintype.card n := by
    rw [← Module.finrank_eq_card_basis B.toBasis, finrank_euclideanSpace]
  let e := Fintype.equivOfCardEq hcard
  refine ⟨B.reindex e, fun k => (e.symm k).1, fun k R => ?_⟩
  have hk : B.reindex e k = v (e.symm k) := by
    simp only [B, OrthonormalBasis.reindex_apply, OrthonormalBasis.coe_mk]
  have hm : v (e.symm k) ∈ V (e.symm k).1 :=
    (stdOrthonormalBasis ℂ (V (e.symm k).1) (e.symm k).2).2
  have he := Module.End.mem_eigenspace_iff.mp ((Submodule.mem_iInf _).mp hm R)
  rw [hk, ← hTv, he]
  rfl

end ExistsCommonEigenbasis
```

The compiler's answer:

```
Main.lean:54:4: warning: `Matrix.isHermitian_iff_isSymmetric` has been deprecated: use isSymmetric_toEuclideanLin_iff.symm
Main.lean:44:0: error: (deterministic) timeout at `whnf`, maximum number of heartbeats (200000) has been reached

Note: Use `set_option maxHeartbeats <num>` to set the limit.

Hint: Additional diagnostic information may be available using the `set_option diagnostics true` command.
```

Cause. The error says that Lean used up its allowance of work while reducing terms to weak head normal form (`whnf`). It is reported at the start of the declaration, so it doesn't single out a step.

The proof gave Lean much to unfold. `T`, `V`, `v` and `B` were introduced by `let`, which keeps their definitions visible, so a check on the basis could unfold the joint eigenspaces down to `Matrix.toEuclideanLin (H R)`.

The repair closes off both layers. `T` now comes from an existence statement by `obtain`, which hides its definition and leaves only the two facts the proof needs: how `T R` acts, and that it is symmetric. The basis is now supplied by the earlier theorem `exists_adapted_basis`, which does the same construction for arbitrary subspaces, where there are no eigenspaces to unfold. The messages don't show whether one of these changes would have been enough.

The warning only marks `Matrix.isHermitian_iff_isSymmetric` as deprecated; replacing it is tidying.

Fix (accepted with no message):

```diff
@@ -49,9 +49,8 @@
       ∀ k R, H R *ᵥ (b k).ofLp = E k R • (b k).ofLp := by
   classical
-  let T : ι → EuclideanSpace ℂ n →ₗ[ℂ] EuclideanSpace ℂ n :=
-    fun R => Matrix.toEuclideanLin (H R)
-  have hT : ∀ R, (T R).IsSymmetric := fun R =>
-    Matrix.isHermitian_iff_isSymmetric.mp (hH R)
-  have hTv : ∀ R x, (T R x).ofLp = H R *ᵥ x.ofLp := fun _ _ => rfl
+  obtain ⟨T, hTv, hT⟩ : ∃ T : ι → EuclideanSpace ℂ n →ₗ[ℂ] EuclideanSpace ℂ n,
+      (∀ R x, (T R x).ofLp = H R *ᵥ x.ofLp) ∧ ∀ R, (T R).IsSymmetric :=
+    ⟨fun R => Matrix.toEuclideanLin (H R), fun _ _ => rfl,
+      fun R => isSymmetric_toEuclideanLin_iff.mpr (hH R)⟩
   have hC : Pairwise (Function.onFun Commute T) := by
     intro R S _
@@ -61,42 +60,12 @@
     simp only [hTv, Matrix.mulVec_mulVec, hc R S]
   -- the joint eigenspaces are orthogonal and fill the whole space
-  let V : (ι → ℂ) → Submodule ℂ (EuclideanSpace ℂ n) :=
-    fun χ => ⨅ R, Module.End.eigenspace (T R) (χ R)
-  have hV : OrthogonalFamily ℂ (fun χ => V χ) (fun χ => (V χ).subtypeₗᵢ) :=
-    LinearMap.IsSymmetric.orthogonalFamily_iInf_eigenspaces hT
-  have htop : ⨆ χ, V χ = ⊤ :=
+  obtain ⟨b, f, hb⟩ := exists_adapted_basis (n := n)
+    (fun χ : ι → ℂ => ⨅ R, Module.End.eigenspace (T R) (χ R))
+    (LinearMap.IsSymmetric.orthogonalFamily_iInf_eigenspaces hT)
     (LinearMap.IsSymmetric.directSum_isInternal_of_pairwise_commute
-      hT hC).submodule_iSup_eq_top
-  -- collect orthonormal bases of the joint eigenspaces
-  let v : (Σ χ, Fin (Module.finrank ℂ (V χ))) → EuclideanSpace ℂ n :=
-    fun a => (stdOrthonormalBasis ℂ (V a.1) a.2 : V a.1)
-  have hv : Orthonormal ℂ v :=
-    hV.orthonormal_sigma_orthonormal fun χ => (stdOrthonormalBasis ℂ (V χ)).orthonormal
-  haveI : Finite (Σ χ, Fin (Module.finrank ℂ (V χ))) :=
-    hv.linearIndependent.finite_of_isNoetherian
-  letI : Fintype (Σ χ, Fin (Module.finrank ℂ (V χ))) := Fintype.ofFinite _
-  have hspan : ⊤ ≤ Submodule.span ℂ (Set.range v) := by
-    rw [← htop]
-    refine iSup_le fun χ x hx => ?_
-    have key : ((∑ i, (stdOrthonormalBasis ℂ (V χ)).repr ⟨x, hx⟩ i •
-        stdOrthonormalBasis ℂ (V χ) i : V χ) : EuclideanSpace ℂ n) ∈
-        Submodule.span ℂ (Set.range v) := by
-      rw [Submodule.coe_sum]
-      refine Submodule.sum_mem _ fun i _ => ?_
-      rw [Submodule.coe_smul]
-      exact Submodule.smul_mem _ _ (Submodule.subset_span ⟨⟨χ, i⟩, rfl⟩)
-    rw [OrthonormalBasis.sum_repr] at key
-    exact key
-  let B := OrthonormalBasis.mk hv hspan
-  have hcard : Fintype.card (Σ χ, Fin (Module.finrank ℂ (V χ))) = Fintype.card n := by
-    rw [← Module.finrank_eq_card_basis B.toBasis, finrank_euclideanSpace]
-  let e := Fintype.equivOfCardEq hcard
-  refine ⟨B.reindex e, fun k => (e.symm k).1, fun k R => ?_⟩
-  have hk : B.reindex e k = v (e.symm k) := by
-    simp only [B, OrthonormalBasis.reindex_apply, OrthonormalBasis.coe_mk]
-  have hm : v (e.symm k) ∈ V (e.symm k).1 :=
-    (stdOrthonormalBasis ℂ (V (e.symm k).1) (e.symm k).2).2
-  have he := Module.End.mem_eigenspace_iff.mp ((Submodule.mem_iInf _).mp hm R)
-  rw [hk, ← hTv, he]
+      hT hC).submodule_iSup_eq_top finrank_euclideanSpace
+  refine ⟨b, f, fun k R => ?_⟩
+  have he := Module.End.mem_eigenspace_iff.mp ((Submodule.mem_iInf _).mp (hb k) R)
+  rw [← hTv, he]
   rfl
 
```
